# The $R^{-6}$ attraction of two polar rotors in a ten-state model, with $C_6=d^4/(6B)$

Two rigid linear rotors have infinitely many rotational states, and the model here keeps ten of them: the state with both rotors at rest, and the nine in which each rotor carries one quantum of rotation. A rotor with rotational constant $B>0$ has levels $BJ(J+1)$, so a rotor with $J=1$ costs $2B$ and the nine doubly excited states lie at $4B$. The rotors have dipole moment $d$ and are a distance $R$ apart along $z$, in units where the dipole-dipole energy is

$$V=\frac{d^2}{R^3}\,(\mathbf n_1\cdot\mathbf n_2-3\,n_{1z}n_{2z}),$$

with $\mathbf n_1,\mathbf n_2$ the unit vectors along the axes.

This $V$ couples the ground state only to states among the nine kept excited ones. States with $J=2$ are reached only through those nine; a perturbation argument that is not formalised here puts their effect on the ground-state energy at order $R^{-12}$.

```lean
import Mathlib

open Matrix Filter Topology

namespace RotorDispersion

noncomputable section
```

## A ground state coupled to degenerate levels

Within the ten states, $V$ does not couple the excited states to each other, because it changes the parity of each rotor. The matrix is therefore a special case of a simple pattern: energy $0$ for the ground state, energy $\Delta$ for every excited state $i$, and couplings $w_i$ between the ground state and each of them. In Lean the excited states are labelled by a type `ι`, and `Option ι` adds the ground state as `none`.

```lean
/-- The Hamiltonian of a ground state at energy zero, coupled with strengths `w i` to
degenerate excited states at energy `Δ` that are not coupled to each other. -/
def starHamiltonian {ι : Type*} [DecidableEq ι] (Δ : ℝ) (w : ι → ℝ) :
    Matrix (Option ι) (Option ι) ℝ :=
  Matrix.of fun p q => match p, q with
    | none, none => 0
    | none, some j => w j
    | some i, none => w i
    | some i, some j => if i = j then Δ else 0
```

The lowest eigenvalue is defined as the least real number $E$ for which $Hv=Ev$ has a real solution $v\neq0$. For a real symmetric matrix this is the usual ground-state energy.

```lean
/-- `E` is the smallest real number that has a nonzero eigenvector of `H`. -/
def IsLowestEigenvalue {n : Type*} [Fintype n] (H : Matrix n n ℝ) (E : ℝ) : Prop :=
  IsLeast {e : ℝ | ∃ v : n → ℝ, v ≠ 0 ∧ H *ᵥ v = e • v} E
```

For the couplings, take real $J=1$ states along $x,y,z$. The matrix element of $n_a$ between $J=0$ and the state along $b$ is $\delta_{ab}/\sqrt3$. Two such factors give

$$w_{ab}=\frac{d^2}{3R^3}\,\delta_{ab}\,(1,1,-2)_a .$$

The file takes this result as a definition, with $x,y,z$ numbered $0,1,2$ in `Fin 3`.

```lean
/-- The dipole-dipole coupling of the ground state to the state with the rotors excited along `p.1`
and `p.2`, for dipole moment `d` and separation `R > 0` along the z axis. -/
def dipoleCoupling (d R : ℝ) (p : Fin 3 × Fin 3) : ℝ :=
  if p.1 = p.2 then d ^ 2 / (3 * R ^ 3) * (![1, 1, -2] : Fin 3 → ℝ) p.1 else 0
```

Setting $\Delta=4B$ gives the $10\times10$ Hamiltonian.

```lean
/-- The ten-state Hamiltonian of two rotors with rotational constant `B` and dipole moment `d` at
separation `R > 0`. -/
def rotorHamiltonian (B d R : ℝ) :
    Matrix (Option (Fin 3 × Fin 3)) (Option (Fin 3 × Fin 3)) ℝ :=
  starHamiltonian (4 * B) (dipoleCoupling d R)
```

The other physical input is the isotropic polarizability at imaginary frequency, in units with $\hbar=1$. For one excitation energy $2B$ and total squared transition dipole $d^2$, the sum over states has a single term:

$$\alpha(i\omega)=\frac23\,\frac{2B\,d^2}{(2B)^2+\omega^2}.$$

This too is a definition in the file and is not derived there from a response calculation.

```lean
/-- The isotropic polarizability of a rotor at imaginary frequency `iω`, with excitation
energy `2B`, for `B ≠ 0`. -/
def rotorPolarizability (B d ω : ℝ) : ℝ :=
  4 * B * d ^ 2 / 3 / ((2 * B) ^ 2 + ω ^ 2)
```

## The lowest eigenvalue in closed form

Write $S=\sum_i w_i^2$, $v_0$ for the ground-state component of $v$ and $v_i$ for the others. The eigenvalue equation $Hv=ev$ has two kinds of rows:

$$\sum_i w_iv_i=e\,v_0,\qquad w_iv_0=(e-\Delta)\,v_i .$$

Let $E=\tfrac12\left(\Delta-\sqrt{\Delta^2+4S}\right)$. Then $E\le0$ and $E(E-\Delta)=S$. The vector with $v_0=\Delta-E$ and $v_i=-w_i$ satisfies both rows, so $E$ is an eigenvalue. The squared norm of this vector is $(\Delta-E)^2+S=(\Delta-E)(\Delta-2E)$, so in the normalised state the ground-state component has weight $(\Delta-E)/(\Delta-2E)$.

Now suppose that some $e<E$ were an eigenvalue. Since $e\neq\Delta$, $v_0=0$ would force every $v_i=0$, so $v_0\ne0$. Multiplying the second row by $w_i$, summing and using the first row gives $S=e(e-\Delta)$. Subtracting $S=E(E-\Delta)$ leaves

$$(E-e)(\Delta-e-E)=0,$$

although both factors are positive.

In the proof, `row0` and `row1` are the two kinds of rows and `hsec` is the equation for $E$. The closing `nlinarith` is handed the positive product above.

```lean
/-- For `Δ > 0` the lowest eigenvalue of `starHamiltonian Δ w` is `(Δ - √(Δ² + 4S)) / 2`, where `S`
is the sum of the squared couplings. -/
theorem starHamiltonian_lowest {ι : Type*} [Fintype ι] [DecidableEq ι] {Δ : ℝ} (hΔ : 0 < Δ)
    (w : ι → ℝ) :
    IsLowestEigenvalue (starHamiltonian Δ w)
      ((Δ - Real.sqrt (Δ ^ 2 + 4 * ∑ i, w i ^ 2)) / 2) := by
  have hS : 0 ≤ ∑ i, w i ^ 2 := Finset.sum_nonneg fun i _ => sq_nonneg (w i)
  have hs := Real.sq_sqrt (show 0 ≤ Δ ^ 2 + 4 * ∑ i, w i ^ 2 by positivity)
  have hle : Δ ≤ Real.sqrt (Δ ^ 2 + 4 * ∑ i, w i ^ 2) :=
    Real.le_sqrt_of_sq_le (by linarith)
  set E := (Δ - Real.sqrt (Δ ^ 2 + 4 * ∑ i, w i ^ 2)) / 2 with hEdef
  have hE0 : E ≤ 0 := by linarith
  have hsec : E * (E - Δ) = ∑ i, w i ^ 2 := by
    rw [hEdef]
    linear_combination hs / 4
  -- the two kinds of rows of the eigenvalue equation
  have row0 : ∀ v : Option ι → ℝ,
      (starHamiltonian Δ w *ᵥ v) none = ∑ i, w i * v (some i) := by
    intro v
    simp [Matrix.mulVec, dotProduct, Fintype.sum_option, starHamiltonian]
  have row1 : ∀ (v : Option ι → ℝ) (i : ι),
      (starHamiltonian Δ w *ᵥ v) (some i) = w i * v none + Δ * v (some i) := by
    intro v i
    simp [Matrix.mulVec, dotProduct, Fintype.sum_option, starHamiltonian]
  constructor
  · -- an explicit eigenvector
    refine ⟨fun p => p.elim (Δ - E) (fun i => -w i), ?_, ?_⟩
    · intro h
      have h0 : Δ - E = 0 := congrFun h none
      linarith
    · funext p
      cases p with
      | none =>
        rw [row0]
        have h1 : ∑ i, w i * (-w i) = -∑ i, w i ^ 2 := by
          rw [← Finset.sum_neg_distrib]
          exact Finset.sum_congr rfl fun i _ => by ring
        change ∑ i, w i * (-w i) = E * (Δ - E)
        linear_combination h1 + hsec
      | some i =>
        rw [row1]
        change w i * (Δ - E) + Δ * (-w i) = E * (-w i)
        ring
  · -- nothing lower solves the secular equation
    rintro e ⟨v, hv, hev⟩
    by_contra hlt
    have hlt' : e < E := lt_of_not_ge hlt
    have h0 : ∑ i, w i * v (some i) = e * v none := by
      rw [← row0, hev]
      rfl
    have h1 : ∀ i, w i * v none = (e - Δ) * v (some i) := by
      intro i
      have h : w i * v none + Δ * v (some i) = e * v (some i) := by
        rw [← row1, hev]
        rfl
      linear_combination h
    have hne : e - Δ ≠ 0 := by linarith
    have hv0 : v none ≠ 0 := by
      intro hz
      apply hv
      funext p
      cases p with
      | none => exact hz
      | some i =>
        have h := h1 i
        rw [hz, mul_zero] at h
        exact (mul_eq_zero.mp h.symm).resolve_left hne
    have h2 : (∑ i, w i ^ 2) * v none = (e - Δ) * ∑ i, w i * v (some i) := by
      rw [Finset.sum_mul, Finset.mul_sum]
      exact Finset.sum_congr rfl fun i _ => by linear_combination w i * h1 i
    have h3 : ∑ i, w i ^ 2 = (e - Δ) * e := by
      apply mul_right_cancel₀ hv0
      rw [h2, h0]
      ring
    nlinarith [mul_pos (sub_pos.mpr hlt') (show 0 < Δ - e - E by linarith)]
```

## From the couplings to a secular equation

Only three of the nine couplings can be nonzero, and

$$S=\left(\frac{d^2}{3R^3}\right)^2(1+1+4)=\frac{2d^4}{3R^6}.$$

The proof expands the sum over pairs and simplifies.

```lean
/-- The squared dipole-dipole couplings of the ground state add up to `2d⁴/(3R⁶)`. -/
theorem sum_dipoleCoupling_sq (d R : ℝ) :
    ∑ p, dipoleCoupling d R p ^ 2 = 2 * d ^ 4 / (3 * R ^ 6) := by
  simp [Fintype.sum_prod_type, Fin.sum_univ_three, dipoleCoupling]
  ring
```

With $\Delta=4B$, the equation $E(E-\Delta)=S$ becomes

$$R^6E(E-4B)=\tfrac23d^4,\qquad E\le0 .$$

The theorem is stated for any `E` that is the lowest eigenvalue. A set has at most one least element, so `IsLeast.unique` identifies this `E` with the closed form.

```lean
/-- For `B > 0` and `R > 0`, the lowest energy `E` of the ten-state Hamiltonian is not positive and
satisfies `R⁶E(E - 4B) = 2d⁴/3`. -/
theorem rotor_secular {B d R E : ℝ} (hB : 0 < B) (hR : 0 < R)
    (hE : IsLowestEigenvalue (rotorHamiltonian B d R) E) :
    E ≤ 0 ∧ R ^ 6 * (E * (E - 4 * B)) = 2 * d ^ 4 / 3 := by
  have h := IsLeast.unique hE
    (starHamiltonian_lowest (show 0 < 4 * B by linarith) (dipoleCoupling d R))
  rw [sum_dipoleCoupling_sq] at h
  have hS : 0 ≤ 2 * d ^ 4 / (3 * R ^ 6) := by positivity
  have hs := Real.sq_sqrt
    (show 0 ≤ (4 * B) ^ 2 + 4 * (2 * d ^ 4 / (3 * R ^ 6)) by positivity)
  have hle : 4 * B ≤ Real.sqrt ((4 * B) ^ 2 + 4 * (2 * d ^ 4 / (3 * R ^ 6))) :=
    Real.le_sqrt_of_sq_le (by linarith)
  refine ⟨by linarith, ?_⟩
  have hq : E * (E - 4 * B) = 2 * d ^ 4 / (3 * R ^ 6) := by
    rw [h]
    linear_combination hs / 4
  rw [hq]
  field_simp
```

## Bounds at every separation

Put $C_6=d^4/(6B)$, which the next section shows to be the coefficient in the large-distance law $E\approx-C_6/R^6$, and $x=R^6E$. Since $\tfrac23d^4=4BC_6$, solving the secular equation for its linear term gives

$$x=-C_6+\frac{x^2}{4BR^6}.$$

The last term is not negative, so $x\ge-C_6$. Together with $x\le0$ this gives $x^2\le C_6^2$, and hence

$$-C_6\;\le\;R^6E\;\le\;-C_6+\frac{C_6^2}{4BR^6}.$$

The lower bound is the second-order perturbation energy times $R^6$, so in this model second order overestimates the attraction or, for $d=0$, gives it exactly. In the proof, `hx` is the rearranged equation, and `hlow` and `hsq` are the two inequalities drawn from it.

```lean
/-- For `B > 0` and the lowest energy `E` of the ten-state Hamiltonian at any separation `R > 0`,
`R⁶E` lies between `-C₆` and `-C₆ + C₆²/(4BR⁶)`, where `C₆ = d⁴/(6B)`. -/
theorem rotor_energy_bounds {B d R E : ℝ} (hB : 0 < B) (hR : 0 < R)
    (hE : IsLowestEigenvalue (rotorHamiltonian B d R) E) :
    -(d ^ 4 / (6 * B)) ≤ R ^ 6 * E ∧
      R ^ 6 * E ≤ -(d ^ 4 / (6 * B)) + (d ^ 4 / (6 * B)) ^ 2 / (4 * B) / R ^ 6 := by
  obtain ⟨h0, hs⟩ := rotor_secular hB hR hE
  have hR6 : 0 < R ^ 6 := by positivity
  have hc : 4 * B * (d ^ 4 / (6 * B)) = 2 * d ^ 4 / 3 := by
    field_simp
    ring
  set c := d ^ 4 / (6 * B)
  -- the secular equation solved for the linear term
  have hx : R ^ 6 * E = -c + (R ^ 6 * E) ^ 2 / (4 * B) / R ^ 6 := by
    have h1 : (R ^ 6 * E) ^ 2 / (4 * B) / R ^ 6 = R ^ 6 * E ^ 2 / (4 * B) := by
      field_simp
    have h2 : R ^ 6 * E ^ 2 / (4 * B) = R ^ 6 * E + c := by
      rw [div_eq_iff (by positivity)]
      linear_combination hs - hc
    rw [h1, h2]
    ring
  have hlow : -c ≤ R ^ 6 * E := by
    have h3 : 0 ≤ (R ^ 6 * E) ^ 2 / (4 * B) / R ^ 6 := by positivity
    linarith
  have hneg : R ^ 6 * E ≤ 0 := mul_nonpos_of_nonneg_of_nonpos hR6.le h0
  have hsq : (R ^ 6 * E) ^ 2 ≤ c ^ 2 := by nlinarith
  refine ⟨hlow, ?_⟩
  have h4 : (R ^ 6 * E) ^ 2 / (4 * B) / R ^ 6 ≤ c ^ 2 / (4 * B) / R ^ 6 := by gcongr
  linarith
```

For a numerical instance take $B=1$ and $d^4=7.5$, so that $C_6=1.25$. At $R=1$ the sum of squares is $S=5$, and $E=\tfrac12(4-\sqrt{36})=-1$. The bounds allow $R^6E$ to lie between $-1.25$ and about $-0.859$. At $R=2$ the energy is $E\approx-0.01944$ and $R^6E\approx-1.2440$, already within half a percent of the limit. These numbers belong to the ten-state model: the omitted $J=2$ states change the energy at order $R^{-12}$, the same order as the leading deviation from $-C_6/R^6$ in the model.

## The limit $R\to\infty$

Both bounds tend to $-C_6$, so $R^6E(R)\to-d^4/(6B)$. In Lean, `E` is any function whose value at each $R>0$ is the lowest eigenvalue there; the closed form above supplies one. The bounds are needed only for $R>0$, which `eventually_gt_atTop 0` provides, and the squeeze theorem does the rest.

```lean
/-- For `B > 0`, the lowest energy `E R` of the ten-state Hamiltonian satisfies `R⁶ E(R) → -d⁴/(6B)`
at large separation. -/
theorem rotor_C6 {B d : ℝ} (hB : 0 < B) (E : ℝ → ℝ)
    (hE : ∀ R, 0 < R → IsLowestEigenvalue (rotorHamiltonian B d R) (E R)) :
    Tendsto (fun R => R ^ 6 * E R) atTop (𝓝 (-(d ^ 4 / (6 * B)))) := by
  have hpow : Tendsto (fun R : ℝ => R ^ 6) atTop atTop := tendsto_pow_atTop (by norm_num)
  have hup : Tendsto
      (fun R : ℝ => -(d ^ 4 / (6 * B)) + (d ^ 4 / (6 * B)) ^ 2 / (4 * B) / R ^ 6)
      atTop (𝓝 (-(d ^ 4 / (6 * B)))) := by
    simpa using (hpow.const_div_atTop ((d ^ 4 / (6 * B)) ^ 2 / (4 * B))).const_add
      (-(d ^ 4 / (6 * B)))
  refine tendsto_of_tendsto_of_tendsto_of_le_of_le' tendsto_const_nhds hup ?_ ?_
  · filter_upwards [eventually_gt_atTop 0] with R hR
    exact (rotor_energy_bounds hB hR (hE R hR)).1
  · filter_upwards [eventually_gt_atTop 0] with R hR
    exact (rotor_energy_bounds hB hR (hE R hR)).2
```

The condition $B>0$ matters. For $B=0$ and $d=1$ all ten states are degenerate without the coupling, and the lowest eigenvalue is $-\sqrt S=-\sqrt{2/3}\,R^{-3}$. Then $R^6E=-\sqrt{2/3}\,R^3\to-\infty$: the attraction falls off as $R^{-3}$, and there is no $C_6$.

## The same coefficient from polarizabilities

The Casimir-Polder integral expresses $C_6$ through the polarizabilities of the separate partners. For two identical rotors, without retardation, it reads

$$C_6=\frac3\pi\int_0^\infty\alpha(i\omega)^2\,d\omega .$$

What is proved below is the value of this integral for the polarizability defined above; the general formula is not derived.

The integral needed is that of a squared Lorentzian with $a>0$. An antiderivative of $1/(a^2+\omega^2)^2$ is

$$F(\omega)=\frac{\omega}{2a^2(a^2+\omega^2)}+\frac{\arctan(\omega/a)}{2a^3},$$

because

$$F'(\omega)=\frac{a^2-\omega^2}{2a^2(a^2+\omega^2)^2}+\frac{1}{2a^2(a^2+\omega^2)}=\frac{1}{(a^2+\omega^2)^2}.$$

Here $F(0)=0$. For large $\omega$ the first term vanishes, since $0\le\omega/(a^2+\omega^2)\le1/\omega$, and the arctangent tends to $\pi/2$. The integral is therefore $\pi/(4a^3)$. In the proof, `hderiv` is the differentiation and `hlim` the limit at infinity; the Mathlib theorem that joins them uses the fact that the integrand is not negative.

```lean
/-- The frequency integral of a squared Lorentzian of width `a > 0` over the half line. -/
theorem integral_lorentzian_sq {a : ℝ} (ha : 0 < a) :
    ∫ ω in Set.Ioi (0 : ℝ), 1 / (a ^ 2 + ω ^ 2) ^ 2 = Real.pi / (4 * a ^ 3) := by
  have hderiv : ∀ x ∈ Set.Ici (0 : ℝ), HasDerivAt
      (fun y : ℝ => y / (a ^ 2 + y ^ 2) / (2 * a ^ 2) + Real.arctan (y / a) / (2 * a ^ 3))
      (1 / (a ^ 2 + x ^ 2) ^ 2) x := by
    intro x _
    have hp : a ^ 2 + x ^ 2 ≠ 0 := by positivity
    have hden : HasDerivAt (fun y : ℝ => a ^ 2 + y ^ 2) (2 * x) x := by
      simpa using (hasDerivAt_pow 2 x).const_add (a ^ 2)
    have h1 := ((hasDerivAt_id' x).fun_div hden hp).div_const (2 * a ^ 2)
    have h2 := (((hasDerivAt_id' x).div_const a).arctan).div_const (2 * a ^ 3)
    refine (h1.fun_add h2).congr_deriv ?_
    have h3 : 1 + (x / a) ^ 2 = (a ^ 2 + x ^ 2) / a ^ 2 := by field_simp
    rw [h3]
    field_simp
    ring
  have hlim : Tendsto
      (fun y : ℝ => y / (a ^ 2 + y ^ 2) / (2 * a ^ 2) + Real.arctan (y / a) / (2 * a ^ 3))
      atTop (𝓝 (0 / (2 * a ^ 2) + Real.pi / 2 / (2 * a ^ 3))) := by
    have h1 : Tendsto (fun y : ℝ => y / (a ^ 2 + y ^ 2)) atTop (𝓝 0) := by
      refine tendsto_of_tendsto_of_tendsto_of_le_of_le' tendsto_const_nhds
        tendsto_inv_atTop_zero ?_ ?_
      · filter_upwards [eventually_gt_atTop 0] with y hy
        positivity
      · filter_upwards [eventually_gt_atTop 0] with y hy
        rw [inv_eq_one_div, div_le_div_iff₀ (by positivity) hy]
        nlinarith [sq_nonneg a]
    have h2 : Tendsto (fun y : ℝ => Real.arctan (y / a)) atTop (𝓝 (Real.pi / 2)) :=
      (Real.tendsto_arctan_atTop.mono_right nhdsWithin_le_nhds).comp
        (tendsto_id.atTop_div_const ha)
    exact (h1.div_const _).add (h2.div_const _)
  rw [MeasureTheory.integral_Ioi_of_hasDerivAt_of_nonneg' hderiv
    (fun x _ => by positivity) hlim]
  simp only [zero_div, Real.arctan_zero, add_zero, zero_add, sub_zero]
  field_simp
  norm_num
```

For $B>0$ the previous result applies with $a=2B$ and gives

$$\frac3\pi\left(\frac{4Bd^2}{3}\right)^2\frac{\pi}{4(2B)^3}=\frac{d^4}{6B}.$$

The proof pulls the constant factor out of the integral, inserts the previous result and simplifies. Electronic-structure work also obtains dispersion coefficients from polarizabilities at imaginary frequency; here that route agrees with the large-distance energy for a ten-state model with one excitation energy per rotor and no retardation.

```lean
/-- The Casimir-Polder integral over the rotor polarizabilities equals `d⁴/(6B)`. -/
theorem casimirPolder_rotor {B : ℝ} (hB : 0 < B) (d : ℝ) :
    3 / Real.pi * ∫ ω in Set.Ioi (0 : ℝ), rotorPolarizability B d ω ^ 2
      = d ^ 4 / (6 * B) := by
  have h : ∀ ω : ℝ, rotorPolarizability B d ω ^ 2
      = (4 * B * d ^ 2 / 3) ^ 2 * (1 / ((2 * B) ^ 2 + ω ^ 2) ^ 2) := by
    intro ω
    unfold rotorPolarizability
    generalize (2 * B) ^ 2 + ω ^ 2 = q
    ring
  simp_rw [h]
  rw [MeasureTheory.integral_const_mul, integral_lorentzian_sq (by linarith)]
  have hpi := Real.pi_ne_zero
  field_simp
  ring

end

end RotorDispersion
```

```lean
#print axioms RotorDispersion.rotor_C6
-- 'RotorDispersion.rotor_C6' depends on axioms: [propext, Classical.choice, Quot.sound]
#print axioms RotorDispersion.casimirPolder_rotor
-- 'RotorDispersion.casimirPolder_rotor' depends on axioms: [propext, Classical.choice, Quot.sound]
```
